# For stable real response matrices, the product of the positive RPA frequencies is at most the product of the Tamm–Dancoff energies

The positive RPA frequencies are taken here to be positive numbers \(\omega_i\) whose squares are the roots, with multiplicity, of the characteristic polynomial of the Casida matrix \((A-B)(A+B)\). This matrix is generally not symmetric, so the definition goes through its characteristic polynomial, which also keeps track of degeneracies. The name Casida matrix is often kept for the symmetric form \((A-B)^{1/2}(A+B)(A-B)^{1/2}\), which has the same characteristic polynomial when \(A-B\) is positive definite.

Here \(A\) and \(B\) are real symmetric matrices over a finite set of particle-hole transitions, and the Tamm–Dancoff energies \(\tau_i\) are the eigenvalues of \(A\). Assume that \(A+B\) and \(A-B\) are positive definite. In time-dependent Hartree–Fock theory with real orbitals, this means that the reference energy rises to second order under every nonzero real or imaginary rotation between occupied and virtual orbitals built from these transitions. Then

\[
\prod_i\omega_i\le\prod_i\tau_i,\qquad\text{with equality exactly when } B=0 .
\]

For finite, real, frequency-independent matrices satisfying these stability conditions, this gives a consistency check on two complete spectra computed from the same \(A\) and \(B\). The theorem compares only the products. Under the same conditions a stronger ordering also holds, though it is not proved here: with both spectra sorted in increasing order, each \(\omega_i\) is at most the corresponding \(\tau_i\).

## From the RPA equations to the determinant bound

The RPA equations are \(AX+BY=\omega X\) and \(BX+AY=-\omega Y\). Their sum and difference are

\[
(A+B)(X+Y)=\omega(X-Y),\qquad (A-B)(X-Y)=\omega(X+Y),
\]

so \(z=X+Y\) satisfies \((A-B)(A+B)z=\omega^2z\). If \(\omega\ne0\) and \(z=0\), the first equation gives \(X=Y\), hence \(X=Y=0\). Conversely, given \(z\ne0\), set \(d=\omega^{-1}(A+B)z\), \(X=(z+d)/2\) and \(Y=(z-d)/2\).

Since \(A=\tfrac12[(A+B)+(A-B)]\), it is positive definite and factors as \(A=C^TC\) with \(C\) invertible. Define the symmetric matrix \(K=C^{-T}BC^{-1}\), with eigenvalues \(k_i\). Then \(B=C^TKC\) and

\[
\det(k_iA-B)=\det A\,\det(k_i-K)=0 .
\]

Some \(w\ne0\) therefore satisfies \(Bw=k_iAw\), and stability gives

\[
0<w^T(A\pm B)w=(1\pm k_i)\,w^TAw .
\]

As \(w^TAw>0\), it follows that \(k_i^2<1\). Using \(A\pm B=C^T(1\pm K)C\) and \((\det C)^2=\det A\),

\[
\det(A-B)\det(A+B)=(\det A)^2\prod_i(1-k_i^2)\le(\det A)^2 .
\]

Every factor lies in \((0,1]\), so the product is at most any single factor. Equality forces each \(k_i=0\), hence \(K=0\) and \(B=0\); the converse is immediate. The left side is the determinant of the Casida matrix, \(\prod_i\omega_i^2\), and \(\det A=\prod_i\tau_i\). Taking positive square roots finishes the argument.

## Two coupled transitions

Take

\[
A=\begin{pmatrix}2&0\\0&3\end{pmatrix},\quad
B=\begin{pmatrix}0&1\\1&0\end{pmatrix},\quad
(A-B)(A+B)=\begin{pmatrix}3&-1\\1&8\end{pmatrix}.
\]

Both \(A+B\) and \(A-B\) are positive definite with determinant 5. The Casida matrix has trace 11 and determinant 25, so \(\omega^2=(11\pm\sqrt{21})/2\) and \(\omega=(\sqrt{21}\pm1)/2\), about 2.79 and 1.79. Their product is 5, against the Tamm–Dancoff product 6. Here \(k=\pm1/\sqrt6\), and indeed \(36\,(1-\tfrac16)^2=25\).

## Response matrices and frequencies in Lean

The finite type `n` labels the transitions.

```lean
import Mathlib

open Matrix

namespace TammDancoffBound

variable {n : Type*} [Fintype n] [DecidableEq n]
```

The Casida matrix is defined for any real square matrices.

```lean
/-- The Casida matrix `(A - B)(A + B)` of the response problem. -/
def casidaMatrix (A B : Matrix n n ℝ) : Matrix n n ℝ := (A - B) * (A + B)
```

`IsRPASpectrum A B ω` states the definition of the frequencies: positivity and the factorised characteristic polynomial.

```lean
/-- The numbers `ω i` are the positive RPA frequencies: their squares are the roots, with
multiplicity, of the characteristic polynomial of the Casida matrix. -/
structure IsRPASpectrum (A B : Matrix n n ℝ) (ω : n → ℝ) : Prop where
  pos : ∀ i, 0 < ω i
  charpoly_eq : (casidaMatrix A B).charpoly =
    ∏ i, (Polynomial.X - Polynomial.C (ω i ^ 2))
```

The next theorem links that definition to the RPA equations. Its two directions are the sum-and-difference calculation and the reconstruction of \(X,Y\) from \(z,d\). The proof divides by \(\omega\), so \(\omega\ne0\) is assumed; neither symmetry nor stability is.

```lean
omit [DecidableEq n] in
/-- For `ω ≠ 0` the RPA equations have a nonzero solution `(x, y)` exactly when `ω ^ 2` is an
eigenvalue of the Casida matrix. -/
theorem rpa_iff_casida (A B : Matrix n n ℝ) {ω : ℝ} (hω : ω ≠ 0) :
    (∃ x y : n → ℝ, (x ≠ 0 ∨ y ≠ 0) ∧ A *ᵥ x + B *ᵥ y = ω • x ∧
      B *ᵥ x + A *ᵥ y = -(ω • y)) ↔
    ∃ z : n → ℝ, z ≠ 0 ∧ casidaMatrix A B *ᵥ z = ω ^ 2 • z := by
  constructor
  · rintro ⟨x, y, h0, h1, h2⟩
    -- sum and difference of the two equations
    have hs : (A + B) *ᵥ (x + y) = ω • (x - y) := by
      simp only [add_mulVec, mulVec_add]
      linear_combination (norm := module) h1 + h2
    have hd : (A - B) *ᵥ (x - y) = ω • (x + y) := by
      simp only [sub_mulVec, mulVec_sub]
      linear_combination (norm := module) h1 - h2
    refine ⟨x + y, ?_, ?_⟩
    · intro hz
      rw [hz, mulVec_zero] at hs
      have hxy : x - y = 0 := (smul_eq_zero.1 hs.symm).resolve_left hω
      have hx : x = 0 := by
        linear_combination (norm := module) (1 / 2 : ℝ) • hz + (1 / 2 : ℝ) • hxy
      have hy : y = 0 := by
        linear_combination (norm := module) (1 / 2 : ℝ) • hz - (1 / 2 : ℝ) • hxy
      exact h0.elim (fun h => h hx) (fun h => h hy)
    · rw [casidaMatrix, ← mulVec_mulVec, hs, mulVec_smul, hd, smul_smul, sq]
  · rintro ⟨z, hz, h⟩
    -- `d` plays the part of `x - y`
    obtain ⟨d, hs, hd⟩ : ∃ d : n → ℝ, (A + B) *ᵥ z = ω • d ∧ (A - B) *ᵥ d = ω • z := by
      refine ⟨ω⁻¹ • ((A + B) *ᵥ z), (smul_inv_smul₀ hω _).symm, ?_⟩
      rw [casidaMatrix, ← mulVec_mulVec] at h
      rw [mulVec_smul, h, sq, mul_smul, inv_smul_smul₀ hω]
    rw [add_mulVec] at hs
    rw [sub_mulVec] at hd
    refine ⟨(1 / 2 : ℝ) • (z + d), (1 / 2 : ℝ) • (z - d), ?_, ?_, ?_⟩
    · by_contra hc
      push Not at hc
      apply hz
      linear_combination (norm := module) hc.1 + hc.2
    · simp only [mulVec_smul, mulVec_add, mulVec_sub]
      linear_combination (norm := module) (1 / 2 : ℝ) • hs + (1 / 2 : ℝ) • hd
    · simp only [mulVec_smul, mulVec_add, mulVec_sub]
      linear_combination (norm := module) (1 / 2 : ℝ) • hs - (1 / 2 : ℝ) • hd
```

## Determinants and factorisation

`det_shift` evaluates the characteristic polynomial at \(t\) and at \(-t\), cancelling the sign \((-1)^{|n|}\) in the second case.

```lean
/-- The determinants of `t - M` and `t + M` are products over the roots of the characteristic
polynomial of `M`. -/
theorem det_shift {M : Matrix n n ℝ} {a : n → ℝ}
    (h : M.charpoly = ∏ i, (Polynomial.X - Polynomial.C (a i))) (t : ℝ) :
    (t • (1 : Matrix n n ℝ) - M).det = ∏ i, (t - a i) ∧
    (t • (1 : Matrix n n ℝ) + M).det = ∏ i, (t + a i) := by
  have key : ∀ s : ℝ, (s • (1 : Matrix n n ℝ) - M).det = ∏ i, (s - a i) := by
    intro s
    have e := Matrix.eval_charpoly M s
    rw [h, Polynomial.eval_prod] at e
    simpa [Matrix.smul_one_eq_diagonal] using e.symm
  refine ⟨key t, ?_⟩
  have e := key (-t)
  have h1 : (-t) • (1 : Matrix n n ℝ) - M = -(t • (1 : Matrix n n ℝ) + M) := by module
  have h2 : ∏ i, (-t - a i) = (-1) ^ Fintype.card n * ∏ i, (t + a i) := by
    rw [← Finset.card_univ, ← Finset.prod_const, ← Finset.prod_mul_distrib]
    exact Finset.prod_congr rfl (fun i _ => by ring)
  rw [h1, det_neg, h2] at e
  exact mul_left_cancel₀ (pow_ne_zero _ (by norm_num)) e
```

The factor \(C\) comes from the spectral theorem: with \(P=UDU^T\), take \(C=\sqrt D\,U^T\).

```lean
/-- A positive definite matrix factors as `Cᵀ C` with `C` invertible. -/
theorem exists_gram_factor {P : Matrix n n ℝ} (hP : P.PosDef) :
    ∃ C : Matrix n n ℝ, C.det ≠ 0 ∧ P = Cᵀ * C := by
  have hs := hP.isHermitian.spectral_theorem
  rw [Unitary.conjStarAlgAut_apply] at hs
  let U : Matrix n n ℝ := hP.isHermitian.eigenvectorUnitary
  let d : n → ℝ := hP.isHermitian.eigenvalues
  have hU : star U = Uᵀ := by
    rw [star_eq_conjTranspose, conjTranspose_eq_transpose_of_trivial]
  have hd : diagonal (fun i => √(d i)) * diagonal (fun i => √(d i)) = diagonal d := by
    rw [diagonal_mul_diagonal]
    congr 1
    funext i
    exact Real.mul_self_sqrt (hP.eigenvalues_pos i).le
  have hC : P = (diagonal (fun i => √(d i)) * Uᵀ)ᵀ * (diagonal (fun i => √(d i)) * Uᵀ) := by
    rw [transpose_mul, transpose_transpose, diagonal_transpose]
    calc P = U * diagonal d * star U := hs
      _ = _ := by rw [hU, ← hd]; simp only [Matrix.mul_assoc]
  refine ⟨_, fun h0 => ?_, hC⟩
  have hpos := hP.det_pos
  rw [hC, det_mul, h0, mul_zero] at hpos
  exact lt_irrefl _ hpos
```

Positive definiteness of \(A\) is the half-sum argument. `PosDef` includes symmetry for real matrices.

```lean
omit [Fintype n] [DecidableEq n] in
/-- If `A + B` and `A - B` are positive definite, so is the Tamm-Dancoff matrix `A`. -/
theorem tda_posDef {A B : Matrix n n ℝ} (hp : (A + B).PosDef) (hm : (A - B).PosDef) :
    A.PosDef := by
  have h := (hp.add hm).smul (show (0 : ℝ) < 1 / 2 by norm_num)
  have e : (1 / 2 : ℝ) • ((A + B) + (A - B)) = A := by module
  rwa [e] at h
```

## Couplings measured relative to \(A\)

This theorem constructs \(K\). The identities `em` and `ep` express \(tA-B\) and \(A+B\) through \(C\), and `hdet` extracts \(\det A\). The vector `w` tests both stability conditions, giving \(k_i^2<1\).

```lean
/-- If `A + B` and `A - B` are positive definite, there are real numbers `k i` of modulus below one
with `det (A - B) det (A + B) = det A ^ 2 ∏ (1 - k i ^ 2)`, and they all vanish only if `B = 0`. -/
theorem exists_relative_couplings {A B : Matrix n n ℝ} (hp : (A + B).PosDef)
    (hm : (A - B).PosDef) :
    ∃ k : n → ℝ, (∀ i, k i ^ 2 < 1) ∧
      (A - B).det * (A + B).det = A.det ^ 2 * ∏ i, (1 - k i ^ 2) ∧ (k = 0 → B = 0) := by
  have hA := tda_posDef hp hm
  have hB : Bᵀ = B := by
    have h := hp.isHermitian.sub hA.isHermitian
    rw [add_sub_cancel_left, IsHermitian, conjTranspose_eq_transpose_of_trivial] at h
    exact h
  obtain ⟨C, hC, hAC⟩ := exists_gram_factor hA
  have hl : C⁻¹ * C = 1 := nonsing_inv_mul C (isUnit_iff_ne_zero.2 hC)
  have hl' : Cᵀ * (C⁻¹)ᵀ = 1 := by rw [← transpose_mul, hl, transpose_one]
  -- `K` is the coupling `B` measured in the metric of `A`
  obtain ⟨K, hK, hBK⟩ : ∃ K : Matrix n n ℝ, K.IsHermitian ∧ B = Cᵀ * K * C := by
    refine ⟨(C⁻¹)ᵀ * B * C⁻¹, ?_, ?_⟩
    · rw [IsHermitian, conjTranspose_eq_transpose_of_trivial, transpose_mul, transpose_mul,
        transpose_transpose, hB, Matrix.mul_assoc]
    · calc B = (Cᵀ * (C⁻¹)ᵀ) * B * (C⁻¹ * C) := by
            rw [hl', hl, Matrix.one_mul, Matrix.mul_one]
        _ = _ := by simp only [Matrix.mul_assoc]
  have hch : K.charpoly = ∏ i, (Polynomial.X - Polynomial.C (hK.eigenvalues i)) := by
    simpa using hK.charpoly_eq
  have hdet : ∀ M : Matrix n n ℝ, (Cᵀ * M * C).det = A.det * M.det := by
    intro M
    rw [hAC]
    simp only [det_mul, det_transpose]
    ring
  have em : ∀ t : ℝ, t • A - B = Cᵀ * (t • (1 : Matrix n n ℝ) - K) * C := by
    intro t
    rw [hAC, hBK]
    simp [Matrix.mul_sub, Matrix.sub_mul]
  have ep : A + B = Cᵀ * ((1 : ℝ) • (1 : Matrix n n ℝ) + K) * C := by
    rw [hAC, hBK]
    simp [Matrix.mul_add, Matrix.add_mul]
  refine ⟨hK.eigenvalues, fun i => ?_, ?_, fun h0 => ?_⟩
  · have hz : (hK.eigenvalues i • A - B).det = 0 := by
      rw [em, hdet, (det_shift hch _).1,
        Finset.prod_eq_zero (Finset.mem_univ i) (sub_self _), mul_zero]
    -- a vector with `B w = k A w` tests both stability conditions
    obtain ⟨w, hw, hw0⟩ := exists_mulVec_eq_zero_iff.2 hz
    rw [sub_mulVec, smul_mulVec, sub_eq_zero] at hw0
    have p := hp.dotProduct_mulVec_pos hw
    have m := hm.dotProduct_mulVec_pos hw
    rw [add_mulVec, ← hw0, dotProduct_add, dotProduct_smul, smul_eq_mul] at p
    rw [sub_mulVec, ← hw0, dotProduct_sub, dotProduct_smul, smul_eq_mul] at m
    have ha : 0 < star w ⬝ᵥ A *ᵥ w := by linarith
    have h1 : 0 < 1 + hK.eigenvalues i := (mul_pos_iff_of_pos_right ha).1 (by linarith)
    have h2 : 0 < 1 - hK.eigenvalues i := (mul_pos_iff_of_pos_right ha).1 (by linarith)
    nlinarith [mul_pos h1 h2]
  · have e1 := em 1
    rw [one_smul ℝ A] at e1
    have e2 : ∏ i, (1 - hK.eigenvalues i ^ 2) =
        (∏ i, (1 - hK.eigenvalues i)) * ∏ i, (1 + hK.eigenvalues i) := by
      rw [← Finset.prod_mul_distrib]
      exact Finset.prod_congr rfl (fun i _ => by ring)
    rw [e1, ep, hdet, hdet, (det_shift hch 1).1, (det_shift hch 1).2, e2]
    ring
  · rw [hBK, hK.eigenvalues_eq_zero_iff.1 h0, Matrix.mul_zero, Matrix.zero_mul]
```

The determinant bound follows because the factors are at most one. For equality, `Finset.mul_prod_erase` isolates factor \(j\), which must then equal one.

```lean
/-- If `A + B` and `A - B` are positive definite, then `det (A - B) det (A + B) ≤ det A ^ 2`, with
equality exactly when `B = 0`. -/
theorem det_mul_det_le {A B : Matrix n n ℝ} (hp : (A + B).PosDef) (hm : (A - B).PosDef) :
    (A - B).det * (A + B).det ≤ A.det ^ 2 ∧
    ((A - B).det * (A + B).det = A.det ^ 2 ↔ B = 0) := by
  obtain ⟨k, hk, hdet, h0⟩ := exists_relative_couplings hp hm
  have hle : ∀ s : Finset n, ∏ i ∈ s, (1 - k i ^ 2) ≤ 1 := fun s =>
    Finset.prod_le_one (fun i _ => by linarith [hk i]) (fun i _ => by linarith [sq_nonneg (k i)])
  refine ⟨by rw [hdet]; exact mul_le_of_le_one_right (sq_nonneg _) (hle _), fun h => ?_, ?_⟩
  · rw [hdet] at h
    have h1 : ∏ i, (1 - k i ^ 2) = 1 :=
      mul_left_cancel₀ (pow_pos (tda_posDef hp hm).det_pos 2).ne' (by rw [h, mul_one])
    -- each single factor bounds the whole product
    apply h0
    funext j
    rw [← Finset.mul_prod_erase Finset.univ (fun i => 1 - k i ^ 2) (Finset.mem_univ j)] at h1
    have h2 : (1 - k j ^ 2) * ∏ i ∈ Finset.univ.erase j, (1 - k i ^ 2) ≤ 1 - k j ^ 2 :=
      mul_le_of_le_one_right (by linarith [hk j]) (hle _)
    have h3 : k j ^ 2 = 0 := le_antisymm (by linarith) (sq_nonneg _)
    exact pow_eq_zero_iff two_ne_zero |>.1 h3
  · rintro rfl
    rw [sub_zero, add_zero, sq]
```

## Comparing the two spectra

Stability also guarantees that the frequencies exist. Here `C` factors \(A-B\) instead of \(A\), and \(C^TC(A+B)\) has the same characteristic polynomial as the positive definite matrix \(C(A+B)C^T\). The frequencies are the square roots of its eigenvalues.

```lean
/-- If `A + B` and `A - B` are positive definite, a full set of positive RPA frequencies
exists. -/
theorem exists_isRPASpectrum {A B : Matrix n n ℝ} (hp : (A + B).PosDef)
    (hm : (A - B).PosDef) : ∃ ω : n → ℝ, IsRPASpectrum A B ω := by
  obtain ⟨C, hC, hAC⟩ := exists_gram_factor hm
  have hinj : Function.Injective C.vecMul := Matrix.vecMul_injective_iff_isUnit.2
    ((Matrix.isUnit_iff_isUnit_det C).2 (isUnit_iff_ne_zero.2 hC))
  -- the symmetric form of the Casida problem
  have hM : (C * (A + B) * Cᵀ).PosDef := by
    rw [← conjTranspose_eq_transpose_of_trivial]
    exact hp.mul_mul_conjTranspose_same hinj
  refine ⟨fun i => √(hM.isHermitian.eigenvalues i),
    fun i => Real.sqrt_pos.2 (hM.eigenvalues_pos i), ?_⟩
  have hsq : ∀ i, √(hM.isHermitian.eigenvalues i) ^ 2 = hM.isHermitian.eigenvalues i :=
    fun i => Real.sq_sqrt (hM.eigenvalues_pos i).le
  simp only [hsq]
  rw [casidaMatrix, hAC, Matrix.mul_assoc, Matrix.charpoly_mul_comm]
  simpa using hM.isHermitian.charpoly_eq
```

Setting \(t=0\) in `det_shift` gives the squared product of the frequencies.

```lean
/-- The squared product of the RPA frequencies is `det (A - B) det (A + B)`. -/
theorem prod_rpa_sq {A B : Matrix n n ℝ} {ω : n → ℝ} (hω : IsRPASpectrum A B ω) :
    (∏ i, ω i) ^ 2 = (A - B).det * (A + B).det := by
  have h := (det_shift hω.charpoly_eq 0).2
  simp only [zero_smul, zero_add, casidaMatrix, det_mul] at h
  rw [← Finset.prod_pow, h]
```

In the final theorem, `hA` records the symmetry of \(A\), so that `hA.eigenvalues` names the Tamm–Dancoff energies. Both products are nonnegative, so the inequality and the equality condition pass from squares to the products themselves.

```lean
/-- If `A + B` and `A - B` are positive definite, the product of the positive RPA frequencies does
not exceed the product of the Tamm-Dancoff energies, and the two are equal exactly when `B = 0`. -/
theorem prod_rpa_le_prod_tda {A B : Matrix n n ℝ} {ω : n → ℝ} (hA : A.IsHermitian)
    (hp : (A + B).PosDef) (hm : (A - B).PosDef) (hω : IsRPASpectrum A B ω) :
    ∏ i, ω i ≤ ∏ i, hA.eigenvalues i ∧
    (∏ i, ω i = ∏ i, hA.eigenvalues i ↔ B = 0) := by
  have hd : A.det = ∏ i, hA.eigenvalues i := by simpa using hA.det_eq_prod_eigenvalues
  have h1 : 0 ≤ ∏ i, ω i := Finset.prod_nonneg (fun i _ => (hω.pos i).le)
  have h2 : 0 ≤ A.det := (tda_posDef hp hm).det_pos.le
  have hb := det_mul_det_le hp hm
  rw [← prod_rpa_sq hω] at hb
  rw [← hd]
  exact ⟨(pow_le_pow_iff_left₀ h1 h2 two_ne_zero).1 hb.1,
    (pow_left_inj₀ h1 h2 two_ne_zero).symm.trans hb.2⟩

end TammDancoffBound
```

```lean
#print axioms TammDancoffBound.rpa_iff_casida
-- 'TammDancoffBound.rpa_iff_casida' depends on axioms: [propext, Classical.choice, Quot.sound]
#print axioms TammDancoffBound.exists_isRPASpectrum
-- 'TammDancoffBound.exists_isRPASpectrum' depends on axioms: [propext, Classical.choice, Quot.sound]
#print axioms TammDancoffBound.prod_rpa_le_prod_tda
-- 'TammDancoffBound.prod_rpa_le_prod_tda' depends on axioms: [propext, Classical.choice, Quot.sound]
```
